# Bond matrices of a symmetric MPS tensor with scalar commutant form a projective representation

Take a chain of spin-1 sites and rotate every site by π, first about one coordinate axis and then about another. On a single site the order doesn't matter. If the state is a matrix product state, each rotation of the physical index can reappear as a conjugation on the bond space. Must the bond matrices then multiply as the rotations do?

Let \(G\) be a group and \(U_g\) its representation on the physical index, with \(U_{gh}=U_gU_h\). The tensor consists of complex \(D\times D\) matrices \(A^s\), and \(V_g\) are invertible \(D\times D\) matrices. In Lean, `d` is the finite type of physical states and `n` the finite type of bond states.

```lean
import Mathlib

noncomputable section

namespace SymmetricMPS

variable {G d n : Type*} [Group G] [Fintype d] [DecidableEq d] [Fintype n] [DecidableEq n]
```

The first condition is that only scalar matrices commute with every \(A^s\). Physically, no nontrivial bond operator can be moved through the tensor unchanged. This excludes, for instance, the block-diagonal tensor of a cat state, whose block projectors commute with every \(A^s\) without being scalar.

```lean
/-- Only scalar matrices commute with all matrices `A s` of the tensor. -/
def OnlyScalarsCommute (A : d → Matrix n n ℂ) : Prop :=
  ∀ X : Matrix n n ℂ, (∀ s, X * A s = A s * X) → ∃ c : ℂ, X = c • (1 : Matrix n n ℂ)
```

The second condition is the local symmetry relation

\[
\sum_t U_g(s,t)\,A^t = V_g^{-1}A^sV_g .
\]

It is assumed for the tensor, not derived from invariance of the many-body state, and it leaves no room for an extra phase depending on \(g\). The type of `U` makes it a homomorphism into matrices, and `V g` is a unit of the matrix ring, so its inverse is a true inverse. Neither is required to be unitary, and \(G\) may be infinite.

```lean
/-- Acting with `U g` on the physical index of the tensor equals conjugating its matrices
by `V g` on the bond space. -/
def IsSymmetric (U : G →* Matrix d d ℂ) (A : d → Matrix n n ℂ)
    (V : G → (Matrix n n ℂ)ˣ) : Prop :=
  ∀ g s, ∑ t, U g s t • A t = ((V g)⁻¹).val * A s * (V g).val
```

The next definition names a property that a scalar function \(w\) may or may not have: with it, the bond matrices reproduce the group multiplication up to a factor.

```lean
/-- The bond matrices multiply like the group elements up to the scalars `w g h`. -/
def IsFactorSystem (V : G → (Matrix n n ℂ)ˣ) (w : G → G → ℂ) : Prop :=
  ∀ g h, (V g).val * (V h).val = w g h • (V (g * h)).val
```

### (a) Two symmetry operations in succession

Show that \(V_gV_h\) and \(V_{gh}\) act identically on the tensor:

\[
(V_gV_h)^{-1}A^s(V_gV_h)=V_{gh}^{-1}A^sV_{gh}.
\]

Start from the right-hand side, use the symmetry relation for \(gh\), and split \(U_{gh}\):

\[
\begin{aligned}
\sum_t U_{gh}(s,t)A^t
&=\sum_r U_g(s,r)\sum_t U_h(r,t)A^t\\
&=\sum_r U_g(s,r)\,V_h^{-1}A^rV_h\\
&=V_h^{-1}V_g^{-1}A^sV_gV_h .
\end{aligned}
\]

The `calc` chain follows these lines; `Finset.sum_comm` exchanges the two sums.

```lean
/-- The product `V g * V h` and the matrix `V (g * h)` conjugate the tensor in the same way. -/
theorem symmetry_compose {U : G →* Matrix d d ℂ} {A : d → Matrix n n ℂ}
    {V : G → (Matrix n n ℂ)ˣ} (hV : IsSymmetric U A V) (g h : G) (s : d) :
    ((V g * V h)⁻¹).val * A s * (V g * V h).val
      = ((V (g * h))⁻¹).val * A s * (V (g * h)).val := by
  symm
  calc ((V (g * h))⁻¹).val * A s * (V (g * h)).val
      = ∑ t, U (g * h) s t • A t := (hV (g * h) s).symm
    _ = ∑ r, U g s r • ∑ t, U h r t • A t := by
        simp only [map_mul, Matrix.mul_apply, Finset.sum_smul, Finset.smul_sum, smul_smul]
        exact Finset.sum_comm
    _ = ∑ r, U g s r • (((V h)⁻¹).val * A r * (V h).val) :=
        Finset.sum_congr rfl fun r _ => by rw [hV h r]
    _ = ((V h)⁻¹).val * (∑ r, U g s r • A r) * (V h).val := by
        simp only [Finset.mul_sum, Finset.sum_mul, mul_smul_comm, smul_mul_assoc]
    _ = ((V g * V h)⁻¹).val * A s * (V g * V h).val := by
        rw [hV g s]
        simp only [mul_inv_rev, Units.val_mul, mul_assoc]
```

### (b) Equal conjugations leave only a scalar

Let \(D\ge1\), here and in all later parts. Let only scalar matrices commute with every \(A^s\), and let invertible \(P,Q\) satisfy \(P^{-1}A^sP=Q^{-1}A^sQ\) for all \(s\). Show that

\[
P=cQ,\qquad c\neq0 .
\]

The quotient \(PQ^{-1}\) commutes with the tensor:

\[
PQ^{-1}A^s=P(Q^{-1}A^sQ)Q^{-1}=P(P^{-1}A^sP)Q^{-1}=A^sPQ^{-1}.
\]

By the commutant condition \(PQ^{-1}=c\,1\), so \(P=cQ\). If \(c\) were zero, \(P\) would vanish, which is impossible for an invertible matrix of size at least one. `Nonempty n` is the condition \(D\ge1\), and `hA` supplies the scalar.

```lean
omit [Fintype d] [DecidableEq d] in
/-- Two invertible bond matrices that conjugate the tensor in the same way differ by a
nonzero scalar. -/
theorem eq_smul_of_same_conjugation [Nonempty n] {A : d → Matrix n n ℂ}
    (hA : OnlyScalarsCommute A) (P Q : (Matrix n n ℂ)ˣ)
    (h : ∀ s, (P⁻¹).val * A s * P.val = (Q⁻¹).val * A s * Q.val) :
    ∃ c : ℂ, c ≠ 0 ∧ P.val = c • Q.val := by
  -- the quotient of the two matrices commutes with the tensor
  obtain ⟨c, hc⟩ := hA (P.val * (Q⁻¹).val) fun s => by
    calc P.val * (Q⁻¹).val * A s
        = P.val * ((Q⁻¹).val * A s * Q.val) * (Q⁻¹).val := by
          simp only [mul_assoc, Units.mul_inv, mul_one]
      _ = P.val * ((P⁻¹).val * A s * P.val) * (Q⁻¹).val := by rw [h s]
      _ = A s * (P.val * (Q⁻¹).val) := by
          simp only [mul_assoc, Units.mul_inv_cancel_left]
  have hP : P.val = c • Q.val := by
    calc P.val = P.val * (Q⁻¹).val * Q.val := by rw [mul_assoc, Units.inv_mul, mul_one]
      _ = c • Q.val := by rw [hc, smul_mul_assoc, one_mul]
  exact ⟨c, fun h0 => P.ne_zero (by rw [hP, h0, zero_smul]), hP⟩
```

### (c) Comparing coefficients

For invertible \(Q\) and \(D\ge1\), show that

\[
aQ=bQ\quad\Longrightarrow\quad a=b .
\]

Multiply by \(Q^{-1}\) from the right to get \(a\,1=b\,1\), and read off one diagonal entry. The proof applies exactly this operation to both sides with `congrArg`.

```lean
/-- Equal multiples of an invertible matrix have equal coefficients. -/
theorem smul_unit_cancel [Nonempty n] (Q : (Matrix n n ℂ)ˣ) {a b : ℂ}
    (h : a • Q.val = b • Q.val) : a = b := by
  obtain ⟨i⟩ := ‹Nonempty n›
  have e := congrArg (fun M : Matrix n n ℂ => (M * (Q⁻¹).val) i i) h
  simpa only [smul_mul_assoc, Units.mul_inv, Matrix.smul_apply, Matrix.one_apply_eq,
    smul_eq_mul, mul_one] using e
```

### (d) The cocycle identity from associativity

For a symmetric tensor with scalar commutant, show that there are nonzero scalars \(w(g,h)\) with

\[
V_gV_h=w(g,h)V_{gh},\qquad w(g,h)\,w(gh,k)=w(h,k)\,w(g,hk).
\]

By (a), \(V_gV_h\) and \(V_{gh}\) conjugate the tensor identically, so (b) gives a nonzero scalar for each pair. Now bracket the triple product in both ways:

\[
\begin{aligned}
(V_gV_h)V_k&=w(g,h)V_{gh}V_k=w(g,h)w(gh,k)V_{ghk},\\
V_g(V_hV_k)&=w(h,k)V_gV_{hk}=w(h,k)w(g,hk)V_{ghk}.
\end{aligned}
\]

The left sides agree, and (c) removes \(V_{ghk}\). In the proof, `choose` collects the scalars into a function `w`, and `mul_assoc` joins the two bracketings.

The scalars are not restricted to phases; they become phases when all \(V_g\) are unitary. For a finite group of unitary on-site symmetries, the classes of such cocycles under the rescaling in (e) label symmetry-protected phases of spin chains, but the theorem concerns one tensor of finite bond dimension with an exact on-site symmetry, and says nothing about gaps or paths between Hamiltonians.

```lean
/-- The bond matrices of a symmetric tensor form a projective representation: they multiply
like the group up to nonzero scalars, and these scalars obey the 2-cocycle identity. -/
theorem exists_cocycle [Nonempty n] {U : G →* Matrix d d ℂ} {A : d → Matrix n n ℂ}
    {V : G → (Matrix n n ℂ)ˣ} (hA : OnlyScalarsCommute A) (hV : IsSymmetric U A V) :
    ∃ w : G → G → ℂ, (∀ g h, w g h ≠ 0) ∧ IsFactorSystem V w ∧
      ∀ g h k, w g h * w (g * h) k = w h k * w g (h * k) := by
  have key : ∀ g h, ∃ c : ℂ, c ≠ 0 ∧ (V g * V h).val = c • (V (g * h)).val := fun g h =>
    eq_smul_of_same_conjugation hA _ _ (symmetry_compose hV g h)
  choose w hw0 hw' using key
  have hw : ∀ g h, (V g).val * (V h).val = w g h • (V (g * h)).val := hw'
  refine ⟨w, hw0, hw, fun g h k => smul_unit_cancel (V (g * h * k)) ?_⟩
  -- evaluate the triple product with both bracketings
  calc (w g h * w (g * h) k) • (V (g * h * k)).val
      = (V g).val * (V h).val * (V k).val := by
        rw [hw g h, smul_mul_assoc, hw (g * h) k, smul_smul]
    _ = (V g).val * ((V h).val * (V k).val) := mul_assoc _ _ _
    _ = (w h k * w g (h * k)) • (V (g * h * k)).val := by
        rw [hw h k, mul_smul_comm, hw g (h * k), smul_smul, mul_assoc g h k]
```

### (e) Changing the bond matrices

Let \(V\) and \(V'\) both implement the symmetry of the same tensor with scalar commutant, with factors \(w\) and \(w'\). Show that nonzero scalars \(\beta(g)\) exist with

\[
V'_g=\beta(g)V_g,\qquad w'(g,h)\,\beta(gh)=\beta(g)\beta(h)\,w(g,h).
\]

Both \(V_g\) and \(V'_g\) conjugate \(A^s\) into \(\sum_tU_g(s,t)A^t\), so (b) gives \(\beta(g)\). Then

\[
w'(g,h)\beta(gh)V_{gh}=w'(g,h)V'_{gh}=V'_gV'_h=\beta(g)\beta(h)w(g,h)V_{gh},
\]

and (c) finishes the argument. The individual values of \(w\) thus depend on how the bond matrices are scaled.

```lean
/-- Two choices of bond matrices for the same symmetry differ by nonzero scalars `β g`, and
their factor systems differ by the coboundary of `β`. -/
theorem cocycle_change [Nonempty n] {U : G →* Matrix d d ℂ} {A : d → Matrix n n ℂ}
    {V V' : G → (Matrix n n ℂ)ˣ} {w w' : G → G → ℂ} (hA : OnlyScalarsCommute A)
    (hV : IsSymmetric U A V) (hV' : IsSymmetric U A V')
    (hw : IsFactorSystem V w) (hw' : IsFactorSystem V' w') :
    ∃ β : G → ℂ, (∀ g, β g ≠ 0) ∧ (∀ g, (V' g).val = β g • (V g).val) ∧
      ∀ g h, w' g h * β (g * h) = β g * β h * w g h := by
  have key : ∀ g, ∃ c : ℂ, c ≠ 0 ∧ (V' g).val = c • (V g).val := fun g =>
    eq_smul_of_same_conjugation hA _ _ fun s => (hV' g s).symm.trans (hV g s)
  choose β hβ0 hβ using key
  refine ⟨β, hβ0, hβ, fun g h => smul_unit_cancel (V (g * h)) ?_⟩
  calc (w' g h * β (g * h)) • (V (g * h)).val
      = w' g h • (V' (g * h)).val := by rw [hβ (g * h), smul_smul]
    _ = (V' g).val * (V' h).val := (hw' g h).symm
    _ = (β g * β h * w g h) • (V (g * h)).val := by
        rw [hβ g, hβ h, smul_mul_assoc, mul_smul_comm, hw g h, smul_smul, smul_smul]
```

### (f) A test with commuting group elements

Let the tensor again have scalar commutant, and suppose some choice \(V'\) is an honest representation, \(V'_gV'_h=V'_{gh}\). Show that for every choice \(V\) and every pair with \(gh=hg\),

\[
V_gV_h=V_hV_g .
\]

By (b), \(V_g=aV'_g\) and \(V_h=bV'_h\). Since \(V'_gV'_h=V'_{gh}=V'_{hg}=V'_hV'_g\), both products equal \(ab\,V'_gV'_h\). The final `simp only` moves \(a\) and \(b\) to the front and uses `hc`, the commutation of the primed matrices.

In a numerical calculation with a tensor that is injective, if need be after blocking neighbouring sites, and normalised by \(\sum_sA^sA^{s\dagger}=1\), the matrix \(V_g^{-1}\) is found, up to scale, as the fixed point of

\[
X\mapsto\sum_s\Big(\sum_tU_g(s,t)A^t\Big)XA^{s\dagger}.
\]

For commuting \(g,h\) one then evaluates \(\operatorname{tr}(V_gV_hV_g^{-1}V_h^{-1})/D\). The unknown scales cancel, and a value other than 1 rules out an honest representation.

```lean
/-- If some choice of bond matrices is an honest representation, then in every choice the
matrices of two commuting group elements commute. -/
theorem commute_of_linear_choice [Nonempty n] {U : G →* Matrix d d ℂ}
    {A : d → Matrix n n ℂ} {V V' : G → (Matrix n n ℂ)ˣ} (hA : OnlyScalarsCommute A)
    (hV : IsSymmetric U A V) (hV' : IsSymmetric U A V')
    (hm : ∀ g h, V' g * V' h = V' (g * h)) {g h : G} (hgh : g * h = h * g) :
    (V g).val * (V h).val = (V h).val * (V g).val := by
  obtain ⟨a, -, ha⟩ := eq_smul_of_same_conjugation hA (V g) (V' g)
    fun s => (hV g s).symm.trans (hV' g s)
  obtain ⟨b, -, hb⟩ := eq_smul_of_same_conjugation hA (V h) (V' h)
    fun s => (hV h s).symm.trans (hV' h s)
  have hc : (V' g).val * (V' h).val = (V' h).val * (V' g).val := by
    rw [← Units.val_mul, ← Units.val_mul, hm g h, hm h g, hgh]
  simp only [ha, hb, smul_mul_assoc, mul_smul_comm, smul_smul, hc, mul_comm a b]
```

### (g) Squares of the Pauli matrices

The example is the tensor \(A^s=\sigma^s\), with \(s=0,1,2\) standing for \(x,y,z\). Divided by \(\sqrt3\), it satisfies the normalisation in (f) and is the tensor of the AKLT spin-1 chain in the Cartesian basis. The common factor affects neither condition on the tensor.

```lean
/-- The three Pauli matrices as a tensor with three physical states and bond dimension two. -/
def pauli : Fin 3 → Matrix (Fin 2) (Fin 2) ℂ :=
  ![!![0, 1; 1, 0], !![0, -Complex.I; Complex.I, 0], !![1, 0; 0, -1]]
```

Show that

\[
\sigma^s\sigma^s=1 .
\]

For \(\sigma^y\) the diagonal entries of the square are \((-i)(i)=1\) and \((i)(-i)=1\), and the others vanish. The squares of \(\sigma^x\) and \(\sigma^z\) are equally direct. Lean checks all entries by cases.

```lean
/-- Each Pauli matrix squares to the identity. -/
theorem pauli_sq (s : Fin 3) : pauli s * pauli s = 1 := by
  fin_cases s <;> ext i j <;> fin_cases i <;> fin_cases j <;>
    simp [pauli, Matrix.mul_apply, Fin.sum_univ_succ]
```

### (h) The Pauli tensor under π rotations

A group element is a pair of signs \((g_1,g_2)\), acting on the physical states as \(\operatorname{diag}(g_2,\,g_1g_2,\,g_1)\). Hence \((-1,1)\), \((1,-1)\) and \((-1,-1)\) are the π rotations about \(x\), \(z\) and \(y\).

```lean
/-- The group of rotations by π about the coordinate axes, acting on three physical states
by diagonal signs. -/
def piRotation : ℤˣ × ℤˣ →* Matrix (Fin 3) (Fin 3) ℂ where
  toFun g := Matrix.diagonal
    ![((g.2 : ℤ) : ℂ), ((g.1 : ℤ) : ℂ) * ((g.2 : ℤ) : ℂ), ((g.1 : ℤ) : ℂ)]
  map_one' := by
    ext i j
    fin_cases i <;> fin_cases j <;> simp
  map_mul' g h := by
    simp only [Matrix.diagonal_mul_diagonal]
    congr 1
    funext i
    fin_cases i <;> simp
    ring
```

By (g), each Pauli matrix is its own inverse, which makes it a unit.

```lean
/-- A Pauli matrix as an invertible matrix. -/
def pauliUnit (s : Fin 3) : (Matrix (Fin 2) (Fin 2) ℂ)ˣ :=
  ⟨pauli s, pauli s, pauli_sq s, pauli_sq s⟩
```

The bond matrices for the three rotations, in the same order, are \(\sigma^x\), \(\sigma^z\) and \(\sigma^x\sigma^z=-i\sigma^y\).

```lean
/-- Bond matrices for the π rotations: products of the first and third Pauli matrices. -/
def pauliBond (g : ℤˣ × ℤˣ) : (Matrix (Fin 2) (Fin 2) ℂ)ˣ :=
  (if g.1 = 1 then 1 else pauliUnit 0) * (if g.2 = 1 then 1 else pauliUnit 2)
```

Show that the Pauli tensor has scalar commutant and that, with these \(V_g\),

\[
\sum_tU_g(s,t)\sigma^t=V_g^{-1}\sigma^sV_g .
\]

If \(X\) commutes with \(\sigma^z\), the \((0,1)\) entry gives \(-X_{01}=X_{01}\) and the \((1,0)\) entry gives \(X_{10}=-X_{10}\), so both vanish. Commuting with \(\sigma^x\) gives \(X_{00}=X_{11}\), hence \(X=X_{00}\,1\).

For the symmetry, a rotation about an axis keeps the Pauli matrix of that axis and reverses the other two. Conjugation by that Pauli matrix does the same, because different Pauli matrices anticommute; the prefactor \(-i\) cancels. The identity element is immediate. Lean checks the relation multiplied by \(V_g\) from the left, for all four group elements, and then cancels \(V_g\).

```lean
/-- The Pauli tensor has only scalars in its commutant and is symmetric under the π rotations
with the bond matrices `pauliBond`. -/
theorem pauli_witness :
    OnlyScalarsCommute pauli ∧ IsSymmetric piRotation pauli pauliBond := by
  constructor
  · intro X h
    have e1 : X 0 0 = X 1 1 := by
      simpa [pauli, Matrix.mul_apply, Fin.sum_univ_succ] using congrFun (congrFun (h 0) 0) 1
    have e2 : X 0 1 = 0 := by
      have e : -X 0 1 = X 0 1 := by
        simpa [pauli, Matrix.mul_apply, Fin.sum_univ_succ] using congrFun (congrFun (h 2) 0) 1
      linear_combination (-1 / 2 : ℂ) * e
    have e3 : X 1 0 = 0 := by
      have e : X 1 0 = -X 1 0 := by
        simpa [pauli, Matrix.mul_apply, Fin.sum_univ_succ] using congrFun (congrFun (h 2) 1) 0
      linear_combination (1 / 2 : ℂ) * e
    refine ⟨X 0 0, ?_⟩
    ext i j
    fin_cases i <;> fin_cases j <;> simp [e1, e2, e3]
  · intro g s
    have hne : (-1 : ℤˣ) ≠ 1 := by decide
    -- the symmetry condition multiplied by the bond matrix, checked entry by entry
    have key : (pauliBond g).val * ∑ t, piRotation g s t • pauli t
        = pauli s * (pauliBond g).val := by
      obtain ⟨a, b⟩ := g
      rcases Int.units_eq_one_or a with rfl | rfl <;>
        rcases Int.units_eq_one_or b with rfl | rfl <;>
        fin_cases s <;> ext i j <;> fin_cases i <;> fin_cases j <;>
        simp [piRotation, pauliBond, pauliUnit, pauli, hne, Matrix.mul_apply,
          Fin.sum_univ_two, Matrix.diagonal_apply, Matrix.one_apply]
    rw [mul_assoc, ← key, Units.inv_mul_cancel_left]
```

### (i) No honest representation on the bond

Show that, for every \(V\) implementing this symmetry of the Pauli tensor, there are \(g,h\) with

\[
V_gV_h\neq V_{gh}.
\]

Otherwise (f) would force the bond matrices from (h) to commute for the commuting rotations about \(x\) and \(z\). But

\[
\sigma^x\sigma^z=\begin{pmatrix}0&-1\\1&0\end{pmatrix},\qquad
\sigma^z\sigma^x=\begin{pmatrix}0&1\\-1&0\end{pmatrix},
\]

and the \((0,1)\) entries would give \(-1=1\). The proof extracts this same entry from `hc`. For this tensor, no rescaling of the bond matrices sets all factors \(w\) to one.

```lean
/-- For the Pauli tensor no choice of bond matrices is an honest representation of the group
of π rotations. -/
theorem pauli_no_linear_choice (V : ℤˣ × ℤˣ → (Matrix (Fin 2) (Fin 2) ℂ)ˣ)
    (hV : IsSymmetric piRotation pauli V) : ¬ ∀ g h, V g * V h = V (g * h) := by
  intro hm
  have hne : (-1 : ℤˣ) ≠ 1 := by decide
  -- two different Pauli matrices would have to commute
  have hc := commute_of_linear_choice pauli_witness.1 pauli_witness.2 hV hm
    (mul_comm ((-1, 1) : ℤˣ × ℤˣ) (1, -1))
  have e : (-1 : ℂ) = 1 := by
    simpa [pauliBond, pauliUnit, pauli, hne, Matrix.mul_apply, Fin.sum_univ_two]
      using congrFun (congrFun hc 0) 1
  norm_num at e

end SymmetricMPS
```

```lean
#print axioms SymmetricMPS.exists_cocycle
#print axioms SymmetricMPS.cocycle_change
#print axioms SymmetricMPS.pauli_no_linear_choice
```

```
'SymmetricMPS.exists_cocycle' depends on axioms: [propext, Classical.choice, Quot.sound]
'SymmetricMPS.cocycle_change' depends on axioms: [propext, Classical.choice, Quot.sound]
'SymmetricMPS.pauli_no_linear_choice' depends on axioms: [propext, Classical.choice, Quot.sound]
```
